# Shifted QR steps factorize a polynomial in the initial matrix

The energy levels of a finite quantum model are the eigenvalues of its Hamiltonian matrix in an orthonormal basis, and a shifted QR iteration seeks them by repeatedly subtracting a multiple of the identity, factoring the result, multiplying the factors in reverse order and adding the multiple back. What has a run of such steps done to the original Hamiltonian?

In Lean 4 with Mathlib:

```lean
import Mathlib

open Polynomial

namespace ShiftedQRAlgorithm

noncomputable section

variable {K M : Type*} [CommRing K] [Ring M] [Algebra K M]

/-- The two equations of a shifted QR iteration, with no condition of unitarity on `Q k` or
triangularity on `R k`: factor `A k - s k = Q k * R k`, then multiply the factors in reverse order
and restore the shift. -/
structure IsShiftedQR (s : ℕ → K) (A Q R : ℕ → M) : Prop where
  factor : ∀ k, A k - algebraMap K M (s k) = Q k * R k
  update : ∀ k, A (k + 1) = R k * Q k + algebraMap K M (s k)

/-- The accumulated transformation `U_k = Q_0 Q_1 ... Q_(k-1)`. -/
def accQ (Q : ℕ → M) : ℕ → M
  | 0 => 1
  | k + 1 => accQ Q k * Q k

/-- The accumulated right factor `R_(k-1) ... R_1 R_0`. -/
def accR (R : ℕ → M) : ℕ → M
  | 0 => 1
  | k + 1 => R k * accR R k

/-- The filter polynomial `(x - s_0) ... (x - s_(k-1))` of the first `k` shifts. -/
def shiftPoly (s : ℕ → K) (k : ℕ) : K[X] :=
  ∏ j ∈ Finset.range k, (X - C (s j))

variable {s : ℕ → K} {A Q R : ℕ → M}

/-- One step of the iteration satisfies `A_k Q_k = Q_k A_(k+1)`. -/
theorem step_intertwines (h : IsShiftedQR s A Q R) (k : ℕ) :
    A k * Q k = Q k * A (k + 1) := by
  have h1 : A k = Q k * R k + algebraMap K M (s k) := sub_eq_iff_eq_add.mp (h.factor k)
  rw [h.update k, h1, add_mul, mul_add, mul_assoc, Algebra.commutes]

/-- The accumulated transformation intertwines the initial and the current iterate:
`A_0 U_k = U_k A_k`. -/
theorem accQ_intertwines (h : IsShiftedQR s A Q R) (k : ℕ) :
    A 0 * accQ Q k = accQ Q k * A k := by
  induction k with
  | zero => simp [accQ]
  | succ k ih =>
    calc A 0 * accQ Q (k + 1) = (A 0 * accQ Q k) * Q k := by simp only [accQ, mul_assoc]
      _ = accQ Q k * (A k * Q k) := by rw [ih, mul_assoc]
      _ = accQ Q (k + 1) * A (k + 1) := by
        rw [step_intertwines h k]
        simp only [accQ, mul_assoc]

/-- After `k` steps of the shifted QR iteration, `A_0 U_k = U_k A_k`, and the product of the
shifted operators `A_0 - s_j` over `j < k` equals `U_k R_(k-1) ... R_0`. -/
theorem shifted_qr_factorization (h : IsShiftedQR s A Q R) (k : ℕ) :
    A 0 * accQ Q k = accQ Q k * A k ∧
      aeval (A 0) (shiftPoly s k) = accQ Q k * accR R k := by
  refine ⟨accQ_intertwines h k, ?_⟩
  induction k with
  | zero => simp [shiftPoly, accQ, accR]
  | succ k ih =>
    have hp : shiftPoly s (k + 1) = (X - C (s k)) * shiftPoly s k := by
      simp only [shiftPoly, Finset.prod_range_succ]
      ring
    -- the new shifted factor moves through the accumulated transformation
    have hs : (A 0 - algebraMap K M (s k)) * accQ Q k
        = accQ Q k * (A k - algebraMap K M (s k)) := by
      rw [sub_mul, mul_sub, accQ_intertwines h k, Algebra.commutes]
    rw [hp, map_mul, map_sub, aeval_X, aeval_C, ih, ← mul_assoc, hs, h.factor k]
    simp only [accQ, accR, mul_assoc]

/-- If every `Q_k` satisfies `Q_k* Q_k = 1`, so does the accumulated transformation. -/
theorem accQ_isometry [StarRing M] (hQ : ∀ k, star (Q k) * Q k = 1) (k : ℕ) :
    star (accQ Q k) * accQ Q k = 1 := by
  induction k with
  | zero => simp [accQ]
  | succ k ih =>
    calc star (accQ Q (k + 1)) * accQ Q (k + 1)
        = star (Q k) * ((star (accQ Q k) * accQ Q k) * Q k) := by
          simp only [accQ, star_mul, mul_assoc]
      _ = 1 := by rw [ih, one_mul, hQ]

/-- If every `Q_k` satisfies `Q_k* Q_k = 1`, the current iterate is `A_k = U_k* A_0 U_k`. -/
theorem iterate_eq_conjugation [StarRing M] (h : IsShiftedQR s A Q R)
    (hQ : ∀ k, star (Q k) * Q k = 1) (k : ℕ) :
    A k = star (accQ Q k) * A 0 * accQ Q k := by
  rw [mul_assoc, accQ_intertwines h k, ← mul_assoc, accQ_isometry hQ k, one_mul]

section Matrices

variable {n : ℕ} {A Q R : ℕ → Matrix (Fin (n + 1)) (Fin (n + 1)) K}

/-- For upper triangular `R_k`, the first column of the filtered matrix `p_k(A_0)` is the first
column of `U_k` times the product of the leading diagonal entries of the `R_j`. -/
theorem first_column_power_iteration (h : IsShiftedQR s A Q R)
    (hR : ∀ k i j, j < i → R k i j = 0) (k : ℕ) (i : Fin (n + 1)) :
    (aeval (A 0) (shiftPoly s k)) i 0
      = (∏ l ∈ Finset.range k, R l 0 0) * accQ Q k i 0 := by
  -- the first column of a product of upper triangular matrices
  have hcol : ∀ (m : ℕ) (i : Fin (n + 1)),
      accR R m i 0 = if i = 0 then ∏ l ∈ Finset.range m, R l 0 0 else 0 := by
    intro m
    induction m with
    | zero => intro i; simp [accR, Matrix.one_apply]
    | succ m ih =>
      intro i
      rw [accR, Matrix.mul_apply]
      simp only [ih, mul_ite, mul_zero, Finset.sum_ite_eq', Finset.mem_univ, if_true]
      by_cases hi : i = 0
      · subst hi
        rw [if_pos rfl, Finset.prod_range_succ]
        ring
      · rw [if_neg hi, hR m i 0 (Fin.pos_iff_ne_zero.mpr hi), zero_mul]
  rw [(shifted_qr_factorization h k).2, Matrix.mul_apply]
  simp only [hcol, mul_ite, mul_zero, Finset.sum_ite_eq', Finset.mem_univ, if_true]
  ring

/-- For isometric `Q_k` and upper triangular `R_k`, the last row of `U_k* p_k(A_0)` vanishes
except for its last entry, the product of the last diagonal entries of the `R_j`. -/
theorem last_row_inverse_iteration [StarRing K] (h : IsShiftedQR s A Q R)
    (hQ : ∀ k, star (Q k) * Q k = 1) (hR : ∀ k i j, j < i → R k i j = 0)
    (k : ℕ) (j : Fin (n + 1)) :
    (star (accQ Q k) * aeval (A 0) (shiftPoly s k)) (Fin.last n) j
      = if j = Fin.last n then
          ∏ l ∈ Finset.range k, R l (Fin.last n) (Fin.last n) else 0 := by
  rw [(shifted_qr_factorization h k).2, ← mul_assoc, accQ_isometry hQ k, one_mul]
  -- the last row of a product of upper triangular matrices
  induction k with
  | zero => simp [accR, Matrix.one_apply, eq_comm]
  | succ k ih =>
    rw [accR, Matrix.mul_apply, Finset.sum_eq_single (Fin.last n)]
    · rw [ih, Finset.prod_range_succ]
      split_ifs
      · ring
      · exact mul_zero _
    · intro x _ hx
      rw [hR k _ x (lt_of_le_of_ne (Fin.le_last x) hx), zero_mul]
    · intro hx
      exact absurd (Finset.mem_univ _) hx

/-- Deflation: if the last row of `R_k` vanishes, the last row of `A_(k+1)` is the shift `s_k`
on the diagonal and zero elsewhere. -/
theorem deflation (h : IsShiftedQR s A Q R) (k : ℕ)
    (hrow : ∀ j, R k (Fin.last n) j = 0) (j : Fin (n + 1)) :
    A (k + 1) (Fin.last n) j = if Fin.last n = j then s k else 0 := by
  rw [h.update k, Matrix.add_apply, Matrix.mul_apply, Matrix.algebraMap_matrix_apply]
  simp [hrow]

end Matrices

/-- Iterates of a two-level example: a real symmetric matrix, then a diagonal one. -/
def demoA (k : ℕ) : Matrix (Fin 2) (Fin 2) ℝ :=
  if k = 0 then !![10, 12; 12, 17] else !![26, 0; 0, 1]

/-- Orthogonal factors of the example: a reflection, then the identity. -/
def demoQ (k : ℕ) : Matrix (Fin 2) (Fin 2) ℝ :=
  if k = 0 then !![3/5, 4/5; 4/5, -3/5] else !![1, 0; 0, 1]

/-- Upper triangular factors of the example. -/
def demoR (k : ℕ) : Matrix (Fin 2) (Fin 2) ℝ :=
  if k = 0 then !![15, 20; 0, 0] else !![25, 0; 0, 0]

/-- The two-level example is a shifted QR iteration with constant shift 1, orthogonal `Q_k` and
upper triangular `R_k`. -/
theorem shifted_qr_witness :
    IsShiftedQR (fun _ => (1 : ℝ)) demoA demoQ demoR ∧
      (∀ k, star (demoQ k) * demoQ k = 1) ∧
      (∀ k i j, j < i → demoR k i j = 0) := by
  refine ⟨⟨?_, ?_⟩, ?_, ?_⟩
  · intro k
    by_cases hk : k = 0 <;> ext i j <;> fin_cases i <;> fin_cases j <;>
      simp [demoA, demoQ, demoR, hk, Matrix.mul_apply, Fin.sum_univ_succ] <;> norm_num
  · intro k
    by_cases hk : k = 0 <;> ext i j <;> fin_cases i <;> fin_cases j <;>
      simp [demoA, demoQ, demoR, hk] <;> norm_num
  · intro k
    by_cases hk : k = 0 <;> ext i j <;> fin_cases i <;> fin_cases j <;>
      simp [demoQ, hk, Matrix.mul_apply, Fin.sum_univ_succ, Matrix.star_apply] <;> norm_num
  · intro k i j hij
    by_cases hk : k = 0 <;> fin_cases i <;> fin_cases j <;>
      first
        | exact absurd hij (by decide)
        | simp [demoR, hk]

end

end ShiftedQRAlgorithm
```

```lean
#print axioms ShiftedQRAlgorithm.shifted_qr_factorization
#print axioms ShiftedQRAlgorithm.first_column_power_iteration
#print axioms ShiftedQRAlgorithm.last_row_inverse_iteration
#print axioms ShiftedQRAlgorithm.deflation
```

```
'ShiftedQRAlgorithm.shifted_qr_factorization' depends on axioms: [propext, Classical.choice, Quot.sound]
'ShiftedQRAlgorithm.first_column_power_iteration' depends on axioms: [propext, Classical.choice, Quot.sound]
'ShiftedQRAlgorithm.last_row_inverse_iteration' depends on axioms: [propext, Classical.choice, Quot.sound]
'ShiftedQRAlgorithm.deflation' depends on axioms: [propext, Classical.choice, Quot.sound]
```

Write Aₖ for the current matrix and sₖ for the shift, a trial energy. One step factors Aₖ − sₖ = Qₖ Rₖ and sets Aₖ₊₁ = Rₖ Qₖ + sₖ. The predicate `IsShiftedQR` states these two equations for given sequences. The shifts lie in a commutative ring K and the iterates in a K-algebra M; `algebraMap` turns sₖ into sₖ times the identity, which commutes with everything. In the usual algorithm for complex matrices Qₖ is unitary and Rₖ is upper triangular. The predicate requires neither property, and the main theorem holds without them and without invertible factors; they enter below as separate hypotheses.

Since the shift commutes with Qₖ,

Aₖ Qₖ = (Qₖ Rₖ + sₖ) Qₖ = Qₖ (Rₖ Qₖ + sₖ) = Qₖ Aₖ₊₁.

This is `step_intertwines`, where `Algebra.commutes` moves the shift. Let Uₖ = Q₀Q₁…Qₖ₋₁ (`accQ`), with U₀ = 1. Then A₀U₀ = U₀A₀, and if A₀Uₖ = UₖAₖ,

A₀ Uₖ₊₁ = A₀ Uₖ Qₖ = Uₖ Aₖ Qₖ = Uₖ Qₖ Aₖ₊₁ = Uₖ₊₁ Aₖ₊₁.

This induction is `accQ_intertwines`, the first half of `shifted_qr_factorization`.

For the second half, let Tₖ = Rₖ₋₁…R₁R₀ (`accR`), with T₀ = 1, and let pₖ(x) be the product of x − sⱼ over j < k (`shiftPoly`). The expression `aeval (A 0)` substitutes A₀ for x. The claim is

pₖ(A₀) = Uₖ Tₖ.

At k = 0 both sides are 1. Subtracting sₖUₖ = Uₖsₖ from the intertwining relation gives (A₀ − sₖ)Uₖ = Uₖ(Aₖ − sₖ), the step named `hs` in the code. Hence

pₖ₊₁(A₀) = (A₀ − sₖ) pₖ(A₀) = (A₀ − sₖ) Uₖ Tₖ

= Uₖ (Aₖ − sₖ) Tₖ = Uₖ Qₖ Rₖ Tₖ = Uₖ₊₁ Tₖ₊₁.

Now suppose that M has an adjoint †, written `star`, and that Qₖ†Qₖ = 1 for every k. Then Uₖ₊₁†Uₖ₊₁ = Qₖ†(Uₖ†Uₖ)Qₖ = 1 by induction (`accQ_isometry`). Multiplying the intertwining relation by Uₖ† from the left gives Aₖ = Uₖ†A₀Uₖ (`iterate_eq_conjugation`). For complex matrices with the usual conjugate transpose, this is a unitary change of basis, so the energies are unchanged.

The remaining theorems concern square matrices of size n + 1, with rows and columns numbered from 0 to n. If every Rⱼ is upper triangular, it sends the basis vector e₀ to Rⱼ(0,0)e₀. Applying the factors in turn gives

pₖ(A₀) e₀ = [∏ⱼ₍ⱼ<ₖ₎ Rⱼ(0,0)] Uₖ e₀.

This is `first_column_power_iteration`. For complex matrices, when the bracketed factor is nonzero, column 0 of Uₖ is, up to that factor, the result of shifted power iteration started from e₀; when it is zero, the relation does not determine that column. At the other end, the last row of an upper triangular Rⱼ is Rⱼ(n,n)eₙᵀ. With isometric Qⱼ, Uₖ†pₖ(A₀) = Tₖ, so

eₙᵀ Uₖ† pₖ(A₀) = [∏ⱼ₍ⱼ<ₖ₎ Rⱼ(n,n)] eₙᵀ.

This is `last_row_inverse_iteration`. When A₀ is Hermitian, the shifts are real and pₖ(A₀) is invertible, solving for the last column of Uₖ turns the relation into inverse iteration from eₙ.

Finally, if the last row of Rₖ is zero, so is that of RₖQₖ, and restoring the shift leaves sₖeₙᵀ as the last row of Aₖ₊₁. This is `deflation`: the shift is an eigenvalue, and for n ≥ 1 the rest of the spectrum belongs to the leading n × n block.

The two-level example, checked in `shifted_qr_witness`, shows this in one step. Listing matrices by rows, take A₀ = [10, 12; 12, 17] and the shift s₀ = 1, chosen to be an exact eigenvalue. Then

A₀ − 1 = [9, 12; 12, 16] = Q₀R₀,

Q₀ = [3/5, 4/5; 4/5, −3/5], R₀ = [15, 20; 0, 0].

Reversing the factors gives R₀Q₀ = [25, 0; 0, 0], so A₁ = [26, 0; 0, 1]. The energies are 26 and 1, with normalised eigenvectors (3/5, 4/5) and (4/5, −3/5), the columns of Q₀. Column 0 of A₀ − 1 is (9, 12) = 15(3/5, 4/5), as the power-iteration relation requires.

These identities describe shifted QR steps applied to a finite matrix, such as a Hamiltonian or Fock matrix in an orthonormal basis, in exact arithmetic, with the factorizations supplied as data; convergence, the choice of shifts and rounding errors are separate questions.
